# Acoustic sum rules and the bilinear bound on the cubic phonon vertex

Take as a model the cubic force constants $\Phi(m,n)$ of a single bond between two sites, $m,n\in\{0,1\}$, with $\Phi(0,0)=\Phi(1,1)=1$ and $\Phi(0,1)=\Phi(1,0)=-1$. Every row and every column of this array sums to zero. Its Fourier sum at wavevectors $q$ and $p$ factorises,
$$V(q,p)=1-e^{iq}-e^{ip}+e^{i(q+p)}=(e^{iq}-1)(e^{ip}-1),$$
and since $|e^{ix}-1|\le|x|$ for real $x$, one has $|V|\le|q||p|$. At $q=p=\pi/3$ each factor has modulus $2\sin(\pi/6)=1$, so $|V|=1$ against the bound $\pi^2/9\approx1.10$. For any finite array whose row and column sums all vanish, the vertex is a sum of terms that each carry the two factors $e^{iqm}-1$ and $e^{ipn}-1$.

## Definitions

```lean
import Mathlib

open Complex Finset Filter Topology

namespace CubicAcousticSumRule

noncomputable section
```

These lines load Mathlib and open a namespace.

```lean
/-- The plane-wave phase factor `e^{ix}`. -/
def phase (x : ℝ) : ℂ := Complex.exp (I * x)
```

`phase x` is $e^{ix}$ for real $x$; `I` is the imaginary unit.

```lean
/-- The cubic vertex `V(q,p) = Σ Φ(m,n) e^{i(qm+pn)}` of force constants with finite range
`m ∈ S`, `n ∈ T`. -/
def vertex (S T : Finset ℤ) (Φ : ℤ → ℤ → ℂ) (q p : ℝ) : ℂ :=
  ∑ m ∈ S, ∑ n ∈ T, Φ m n * phase (q * m + p * n)
```

`S` and `T` are finite sets of integers, written $S$ and $T$, and `Φ m n` is the complex number $\Phi(m,n)$, read as the third derivative of the energy with respect to the displacements $u_0,u_m,u_n$ of a chain with one atom per cell. The vertex is
$$V(q,p)=\sum_{m\in S}\sum_{n\in T}\Phi(m,n)\,e^{i(qm+pn)}.$$
The lattice constant is one, so $q$ and $p$ are dimensionless reals, not reduced to a Brillouin zone. Displacements are scalars, and masses, polarisation vectors and frequency factors are absent. Values of $\Phi$ outside $S\times T$ never enter, and any finitely supported $\Phi$ fits in such a box. Either set may be empty, in which case $V=0$.

One could instead take $\Phi$ as a finitely supported function on $\mathbb Z\times\mathbb Z$ (Mathlib's `Finsupp`). The box would disappear from the statements and the sum rules would run over all integers, with the same content. Infinite range would be a real change, needing convergence hypotheses both on the sums of $\Phi$ itself and on the moments defined below.

```lean
/-- The acoustic sum rules: the sum over `m` vanishes for each `n`, and the sum over `n`
vanishes for each `m`. -/
def SumRules (S T : Finset ℤ) (Φ : ℤ → ℤ → ℂ) : Prop :=
  (∀ n ∈ T, ∑ m ∈ S, Φ m n = 0) ∧ (∀ m ∈ S, ∑ n ∈ T, Φ m n = 0)
```

`SumRules` is a proposition with two halves joined by `∧`. For a hypothesis `h` of this kind, `h.1` says $\sum_{m\in S}\Phi(m,n)=0$ for each $n\in T$, and `h.2` says $\sum_{n\in T}\Phi(m,n)=0$ for each $m\in S$. Physically they come from invariance of the energy $E$ under a rigid shift: $\sum_n\partial E/\partial u_n=0$, differentiated with respect to $u_0$ and $u_m$, gives the second, and likewise the first. The file has no energy function, so the rules are a hypothesis. No permutation symmetry of $\Phi$ is imposed, nor the third rule that sums over the reference site.

```lean
/-- The mixed moment `Σ m n Φ(m,n)`. -/
def moment (S T : Finset ℤ) (Φ : ℤ → ℤ → ℂ) : ℂ :=
  ∑ m ∈ S, ∑ n ∈ T, (m : ℂ) * n * Φ m n
```

`moment` is the signed, complex $M=\sum_{m,n} mn\,\Phi(m,n)$.

```lean
/-- The absolute mixed moment `Σ |m n| |Φ(m,n)|`. -/
def absMoment (S T : Finset ℤ) (Φ : ℤ → ℤ → ℂ) : ℝ :=
  ∑ m ∈ S, ∑ n ∈ T, |(m : ℝ) * n| * ‖Φ m n‖
```

`absMoment` is the real number $A=\sum_{m,n}|mn|\,|\Phi(m,n)|$; the double bars `‖ ‖` denote the complex modulus.

## The bound

```lean
variable {S T : Finset ℤ} {Φ : ℤ → ℤ → ℂ}

/-- Phase factors multiply: `e^{i(x+y)} = e^{ix} e^{iy}`. -/
theorem phase_add (x y : ℝ) : phase (x + y) = phase x * phase y := by
  simp [phase, mul_add, Complex.exp_add]
```

The `variable` line fixes arbitrary $S$, $T$, $\Phi$ for the general theorems, and `phase_add` is $e^{i(x+y)}=e^{ix}e^{iy}$.

```lean
/-- Under the sum rules, `V(q,p) = Σ Φ(m,n) (e^{iqm} - 1) (e^{ipn} - 1)`. -/
theorem vertex_eq_subtracted (h : SumRules S T Φ) (q p : ℝ) :
    vertex S T Φ q p
      = ∑ m ∈ S, ∑ n ∈ T, Φ m n * (phase (q * m) - 1) * (phase (p * n) - 1) := by
  have h1 : ∑ m ∈ S, ∑ n ∈ T, Φ m n * (phase (q * m) - 1) = 0 :=
    sum_eq_zero fun m hm => by rw [← Finset.sum_mul, h.2 m hm, zero_mul]
  have h2 : ∑ m ∈ S, ∑ n ∈ T, Φ m n * phase (p * n) = 0 := by
    rw [sum_comm]
    exact sum_eq_zero fun n hn => by rw [← Finset.sum_mul, h.1 n hn, zero_mul]
  -- a b = (a - 1)(b - 1) + (a - 1) + b, and the sum rules remove the last two terms
  calc vertex S T Φ q p
      = ∑ m ∈ S, ∑ n ∈ T, (Φ m n * (phase (q * m) - 1) * (phase (p * n) - 1)
          + Φ m n * (phase (q * m) - 1) + Φ m n * phase (p * n)) :=
        sum_congr rfl fun m _ => sum_congr rfl fun n _ => by rw [phase_add]; ring
    _ = _ := by simp only [sum_add_distrib, h1, h2, add_zero]
```

Under the sum rules, for all real $q,p$,
$$V(q,p)=\sum_{m,n}\Phi(m,n)\,(e^{iqm}-1)(e^{ipn}-1).$$
By hand, put $a=e^{iqm}$ and $b=e^{ipn}$ and use $ab=(a-1)(b-1)+(a-1)+b$. The term $a-1$ does not depend on $n$, so $\sum_{m}(e^{iqm}-1)\sum_n\Phi(m,n)=0$ by the second rule; this is `h1`. The term $b$ does not depend on $m$, so after exchanging the sums (`sum_comm`) $\sum_n e^{ipn}\sum_m\Phi(m,n)=0$ by the first rule; this is `h2`. The `calc` block is a chain of equalities: `ring` checks the identity for $ab$ term by term, and the last line splits the sum and drops the two zeros.

```lean
/-- Under the sum rules, `|V(q,p)| ≤ |q| |p| Σ |m n| |Φ(m,n)|` for all wavevectors. -/
theorem norm_vertex_le (h : SumRules S T Φ) (q p : ℝ) :
    ‖vertex S T Φ q p‖ ≤ |q| * |p| * absMoment S T Φ := by
  -- the chord is shorter than the arc
  have hb : ∀ x : ℝ, ‖phase x - 1‖ ≤ |x| := fun x =>
    Real.norm_exp_I_mul_ofReal_sub_one_le (x := x)
  rw [vertex_eq_subtracted h, absMoment, mul_sum]
  refine (norm_sum_le _ _).trans (sum_le_sum fun m _ => ?_)
  rw [mul_sum]
  refine (norm_sum_le _ _).trans (sum_le_sum fun n _ => ?_)
  calc ‖Φ m n * (phase (q * m) - 1) * (phase (p * n) - 1)‖
      = ‖Φ m n‖ * ‖phase (q * m) - 1‖ * ‖phase (p * n) - 1‖ := by rw [norm_mul, norm_mul]
    _ ≤ ‖Φ m n‖ * |q * m| * |p * n| :=
        mul_le_mul (mul_le_mul_of_nonneg_left (hb _) (norm_nonneg _)) (hb _) (norm_nonneg _)
          (by positivity)
    _ = |q| * |p| * (|(m : ℝ) * n| * ‖Φ m n‖) := by
        simp only [abs_mul]
        ring
```

Under the sum rules, $|V(q,p)|\le|q|\,|p|\,A$ for all real $q,p$. By hand,
$$|V|\le\sum_{m,n}|\Phi(m,n)|\,|e^{iqm}-1|\,|e^{ipn}-1|\le\sum_{m,n}|\Phi(m,n)|\,|qm|\,|pn|=|q||p|A .$$
The inequality $|e^{ix}-1|=2|\sin(x/2)|\le|x|$ is `hb`, taken from Mathlib. The two uses of `norm_sum_le` are the triangle inequality over $m$ and over $n$, which leaves one term to compare, and the three `calc` lines are the modulus of a product, `hb` applied twice, and a rearrangement. At fixed $p$ the vertex therefore vanishes at least linearly as $q\to0$, and likewise with the roles exchanged.

Both rules are used. With $S=\{0,1\}$, $T=\{0\}$, $\Phi(0,0)=-1$, $\Phi(1,0)=1$, the sum over $m$ vanishes but the sums over $n$ do not. Then $A=0$ because $n=0$ throughout, while $V=e^{iq}-1$ equals $-2$ at $q=\pi$. The total $\sum_{m,n}\Phi(m,n)$ is zero in this example, so that single condition, which only gives $V(0,0)=0$, is no substitute for the row and column rules.

## The leading term

```lean
/-- The quotient `(e^{iqa} - 1)/q` tends to `i a` as `q → 0` through nonzero values. -/
theorem phase_slope (a : ℝ) :
    Tendsto (fun q : ℝ => (phase (q * a) - 1) / (q : ℂ)) (𝓝[≠] 0) (𝓝 (I * a)) := by
  have h0 : HasDerivAt (fun z : ℂ => Complex.exp (I * (z * a))) (I * a) ((0 : ℝ) : ℂ) := by
    have := (((hasDerivAt_id ((0 : ℝ) : ℂ)).mul_const (a : ℂ)).const_mul I).cexp
    simpa using this
  refine h0.comp_ofReal.tendsto_slope_zero.congr fun t => ?_
  simp [phase, div_eq_inv_mul]
```

`Tendsto f (𝓝[≠] 0) (𝓝 L)` reads: $f(q)\to L$ as $q\to0$ through nonzero values. The statement is $(e^{iqa}-1)/q\to ia$ for real $a$, which is the derivative of $e^{iqa}$ at $q=0$. `h0` obtains the derivative of $z\mapsto e^{iza}$ by the chain rule in a complex variable $z$, `comp_ofReal` restricts it to real arguments, and `tendsto_slope_zero` turns it into the limit of the difference quotient.

```lean
/-- Under the sum rules, `V(q,p)/(q p)` tends to `-Σ m n Φ(m,n)` as `q` and `p` tend to zero
through nonzero values. -/
theorem vertex_div_tendsto (h : SumRules S T Φ) :
    Tendsto (fun k : ℝ × ℝ => vertex S T Φ k.1 k.2 / ((k.1 : ℂ) * k.2))
      (𝓝[≠] 0 ×ˢ 𝓝[≠] 0) (𝓝 (-moment S T Φ)) := by
  have lim : Tendsto (fun k : ℝ × ℝ => ∑ m ∈ S, ∑ n ∈ T,
      Φ m n * ((phase (k.1 * m) - 1) / (k.1 : ℂ)) * ((phase (k.2 * n) - 1) / (k.2 : ℂ)))
      (𝓝[≠] 0 ×ˢ 𝓝[≠] 0)
      (𝓝 (∑ m ∈ S, ∑ n ∈ T, Φ m n * (I * ((m : ℝ) : ℂ)) * (I * ((n : ℝ) : ℂ)))) :=
    tendsto_finsetSum _ fun m _ => tendsto_finsetSum _ fun n _ =>
      (((phase_slope m).comp tendsto_fst).const_mul _).mul ((phase_slope n).comp tendsto_snd)
  have hval : ∑ m ∈ S, ∑ n ∈ T, Φ m n * (I * ((m : ℝ) : ℂ)) * (I * ((n : ℝ) : ℂ))
      = -moment S T Φ := by
    simp only [moment, ← sum_neg_distrib]
    refine sum_congr rfl fun m _ => sum_congr rfl fun n _ => ?_
    push_cast
    linear_combination (Φ m n * m * n) * I_mul_I
  rw [hval] at lim
  refine lim.congr fun k => ?_
  rw [vertex_eq_subtracted h]
  simp only [Finset.sum_div]
  exact sum_congr rfl fun m _ => sum_congr rfl fun n _ => by ring
```

Here `k.1` and `k.2` are $q$ and $p$, and `𝓝[≠] 0 ×ˢ 𝓝[≠] 0` lets them tend to zero independently, each nonzero. The statement is $V(q,p)/(qp)\to-M$ under the sum rules. By hand, divide the subtracted form by $qp$:
$$\frac{V}{qp}=\sum_{m,n}\Phi(m,n)\,\frac{e^{iqm}-1}{q}\,\frac{e^{ipn}-1}{p}\;\to\;\sum_{m,n}\Phi(m,n)(im)(in)=-M .$$
`lim` is the termwise limit of the finite sum, `hval` is the step $i^2=-1$, and the last lines identify the sum with $V/(qp)$. Removing only the origin of the $(q,p)$ plane would be a mistake in the statement: on the axes Lean's division by zero returns $0$, and the limit would fail whenever $M\ne0$.

## The converse

```lean
/-- A finite lattice Fourier sum `Σ c(n) e^{ipn}` that vanishes for every `p` has all its
coefficients zero. -/
theorem coeff_eq_zero (T : Finset ℤ) (c : ℤ → ℂ)
    (h : ∀ p : ℝ, ∑ n ∈ T, c n * phase (p * n) = 0) : ∀ n ∈ T, c n = 0 := by
  -- plane waves are characters of the additive group of wavevectors
  let χ : ℤ → (Multiplicative ℝ →* ℂ) := fun n =>
    { toFun := fun p => phase (Multiplicative.toAdd p * n)
      map_one' := by simp [phase]
      map_mul' := fun a b => by simp only [toAdd_mul, add_mul, phase_add] }
  have hinj : Function.Injective χ := by
    intro a b hab
    by_contra hne
    have hd : (a : ℝ) - b ≠ 0 := sub_ne_zero.2 (by exact_mod_cast hne)
    -- at p = π/(a - b) the two waves have opposite sign
    have e : phase (Real.pi / ((a : ℝ) - b) * a) = phase (Real.pi / ((a : ℝ) - b) * b) :=
      DFunLike.congr_fun hab (Multiplicative.ofAdd (Real.pi / ((a : ℝ) - b)))
    have e2 : Real.pi / ((a : ℝ) - b) * a = Real.pi / ((a : ℝ) - b) * b + Real.pi := by
      field_simp
      ring
    have hpi : phase Real.pi = -1 := by rw [phase, mul_comm I, Complex.exp_pi_mul_I]
    rw [e2, phase_add, hpi] at e
    have hz : phase (Real.pi / ((a : ℝ) - b) * b) ≠ 0 := Complex.exp_ne_zero _
    exact hz (by linear_combination (-1 / 2 : ℂ) * e)
  have li := (linearIndependent_monoidHom (Multiplicative ℝ) ℂ).comp χ hinj
  refine linearIndependent_iff'.1 li T c ?_
  funext p
  rw [Finset.sum_apply]
  exact h (Multiplicative.toAdd p)
```

If $\sum_{n\in T}c(n)e^{ipn}=0$ for every real $p$, then $c(n)=0$ for every $n\in T$. By hand one multiplies by $e^{-ipn'}$ and integrates over a period of length $2\pi$, which leaves $2\pi c(n')$. The Lean proof avoids the integral. Each $\chi_n(p)=e^{ipn}$ turns sums of wavevectors into products, so it is a character of the additive group of reals; `Multiplicative ℝ` is that group in multiplicative notation. Mathlib's `linearIndependent_monoidHom` says that distinct characters are linearly independent, and `hinj` shows that they are distinct: for integers $a\ne b$ and $p=\pi/(a-b)$ one has $e^{ipa}=e^{ipb}e^{i\pi}=-e^{ipb}$, so equality would force $e^{ipb}=0$.

```lean
/-- The vertex obeys a bound `|V(q,p)| ≤ C |q| |p|` for some constant `C` if and only if both
sum rules hold. -/
theorem bound_iff_sumRules :
    (∃ C : ℝ, ∀ q p : ℝ, ‖vertex S T Φ q p‖ ≤ C * |q| * |p|) ↔ SumRules S T Φ := by
  constructor
  · rintro ⟨C, hC⟩
    constructor
    · refine coeff_eq_zero T (fun n => ∑ m ∈ S, Φ m n) fun p => ?_
      have h0 : vertex S T Φ 0 p = 0 := norm_le_zero_iff.1 (by simpa using hC 0 p)
      refine Eq.trans ?_ h0
      rw [vertex, sum_comm]
      simp only [sum_mul, zero_mul, zero_add]
    · refine coeff_eq_zero S (fun m => ∑ n ∈ T, Φ m n) fun q => ?_
      have h0 : vertex S T Φ q 0 = 0 := norm_le_zero_iff.1 (by simpa using hC q 0)
      refine Eq.trans ?_ h0
      simp only [vertex, sum_mul, zero_mul, add_zero]
  · intro h
    exact ⟨absMoment S T Φ, fun q p => (norm_vertex_le h q p).trans_eq (by ring)⟩
```

A real constant $C$ with $|V(q,p)|\le C|q||p|$ for all $q,p$ exists if and only if both sum rules hold. Suppose the bound. Setting $q=0$ gives
$$0=V(0,p)=\sum_{n}\Big(\sum_m\Phi(m,n)\Big)e^{ipn}\quad\text{for all }p,$$
and `coeff_eq_zero` with $c(n)=\sum_m\Phi(m,n)$ yields the first rule. Setting $p=0$ yields the second in the same way. The two occurrences of `h0` are $V(0,p)=0$ and $V(q,0)=0$. In the other direction $C=A$ works by `norm_vertex_le`.

## Two explicit cases

```lean
/-- The coefficient `s(m)` of the displacement `u_m` in the bond stretch `u_1 - u_0`. -/
def step (m : ℤ) : ℂ := if m = 1 then 1 else if m = 0 then -1 else 0
```

`step m` is $s(m)$, with $s(1)=1$, $s(0)=-1$ and zero elsewhere, so that $u_1-u_0=\sum_m s(m)u_m$.

```lean
/-- Cubic force constants `s(-m) s(-n) - s(m) s(n)` between sites `0, m, n` of the chain with
energy `(1/6) Σ (u_{j+1} - u_j)³`. -/
def chain (m n : ℤ) : ℂ := step (-m) * step (-n) - step m * step n
```

For $E=\tfrac16\sum_j(u_{j+1}-u_j)^3$, the derivative with respect to $u_0,u_m,u_n$ is $\sum_j s(-j)\,s(m-j)\,s(n-j)$. The bond $j=0$ contributes $-s(m)s(n)$, and the bond $j=-1$ contributes $s(m+1)s(n+1)=s(-m)s(-n)$, because $s(m+1)=-s(-m)$. Lean takes the resulting formula as the definition of `chain`. Its nonzero entries are $\Phi(1,1)=\Phi(-1,0)=\Phi(0,-1)=-1$ and $\Phi(-1,-1)=\Phi(1,0)=\Phi(0,1)=1$.

```lean
/-- The chain force constants on `{-1, 0, 1}` obey the sum rules, have `Φ(1,1) = -1`, and give
`V = (e^{-iq} - 1)(e^{-ip} - 1) - (e^{iq} - 1)(e^{ip} - 1)`. -/
theorem sumRules_witness :
    SumRules {-1, 0, 1} {-1, 0, 1} chain ∧ chain 1 1 = -1 ∧
      ∀ q p : ℝ, vertex {-1, 0, 1} {-1, 0, 1} chain q p
        = (phase (-q) - 1) * (phase (-p) - 1) - (phase q - 1) * (phase p - 1) := by
  have hs : ∀ f : ℤ → ℂ, ∑ x ∈ ({-1, 0, 1} : Finset ℤ), f x = f (-1) + f 0 + f 1 := by
    intro f
    rw [sum_insert (by decide), sum_insert (by decide), sum_singleton, add_assoc]
  have h0 : phase 0 = 1 := by simp [phase]
  have hS : SumRules {-1, 0, 1} {-1, 0, 1} chain := by
    constructor <;> intro n hn <;> simp only [mem_insert, mem_singleton] at hn <;>
      rcases hn with rfl | rfl | rfl <;> simp only [hs] <;> norm_num [chain, step]
  refine ⟨hS, by norm_num [chain, step], fun q p => ?_⟩
  rw [vertex_eq_subtracted hS]
  simp only [hs]
  norm_num [chain, step, h0]
  ring
```

On $S=T=\{-1,0,1\}$ these constants obey both rules, are not all zero since $\Phi(1,1)=-1$, and give
$$V=(e^{-iq}-1)(e^{-ip}-1)-(e^{iq}-1)(e^{ip}-1).$$
`hs` writes out a sum over three sites, and `hS` checks three rows and three columns by arithmetic. In the subtracted form every term with $m=0$ or $n=0$ carries the factor $e^{0}-1=0$, and $\Phi(1,-1)=\Phi(-1,1)=0$, so only $(-1,-1)$ and $(1,1)$ survive.

For this chain $A=1+1=2$ and $M=1-1=0$. At $q=p=\pi/2$,
$$V=(-i-1)^2-(i-1)^2=2i+2i=4i,$$
below the bound $2(\pi/2)^2\approx4.93$. Writing $|M|$ in place of $A$ in the bound is an easy slip, and here it would claim $V=0$.

```lean
/-- For the constants `s(m) s(n)` on `{0, 1}` the sum rules hold, the absolute moment is one,
and `|V(q,p)|/(|q| |p|)` tends to one as `q` and `p` tend to zero through nonzero values. -/
theorem bound_sharp :
    SumRules {0, 1} {0, 1} (fun m n => step m * step n) ∧
      absMoment {0, 1} {0, 1} (fun m n => step m * step n) = 1 ∧
      Tendsto (fun k : ℝ × ℝ =>
          ‖vertex {0, 1} {0, 1} (fun m n => step m * step n) k.1 k.2‖ / (|k.1| * |k.2|))
        (𝓝[≠] 0 ×ˢ 𝓝[≠] 0) (𝓝 1) := by
  have hS : SumRules {0, 1} {0, 1} (fun m n => step m * step n) := by
    constructor <;> intro n hn <;> simp only [mem_insert, mem_singleton] at hn <;>
      rcases hn with rfl | rfl <;> norm_num [step]
  have hv : moment {0, 1} {0, 1} (fun m n => step m * step n) = 1 := by
    norm_num [moment, step]
  refine ⟨hS, by norm_num [absMoment, step], ?_⟩
  have lim := (vertex_div_tendsto hS).norm
  rw [hv] at lim
  simpa using lim

end

end CubicAcousticSumRule
```

These are the constants $s(m)s(n)$ of the opening example. The rules hold, $A=1$, and $|V|/(|q||p|)\to1$. Only the term $m=n=1$ contributes to either moment, so `hv` gives $M=1$, and taking the modulus of the limit in `vertex_div_tendsto` gives $|-1|=1$. The factor $A$ therefore cannot be replaced by a fixed fraction of $A$ below one for all arrays that obey `SumRules`. This is sharpness within that class; the array describes a single bond and lacks the full symmetry of a periodic chain. In such a chain $\Phi(m,n)=\Phi(-m,n-m)$, and if the box holds all nonzero entries, relabelling the sum and using the second rule gives $M=\sum_{m,n}(-m)(n-m)\,\Phi(m,n)=-M+\sum_m m^2\sum_n\Phi(m,n)=-M$. Hence $M=0$ for every such chain, not only for the example above: its vertex vanishes faster than $qp$ when both wavevectors tend to zero, and the bilinear bound is an upper bound, not the leading behaviour.

In an anharmonic phonon calculation, cubic force constants that are cut off at a finite range or carry numerical error can violate the sum rules, so it is worth checking their row and column sums before Fourier interpolation to small wavevectors. For the scalar, one-atom, finite-range chain treated here, `bound_iff_sumRules` shows that any residual row or column sum rules out a bound $C|q||p|$ for every $C$, and a nonzero $V(0,p)$ or $V(q,0)$ is the visible symptom.

```lean
#print axioms CubicAcousticSumRule.bound_iff_sumRules
-- 'CubicAcousticSumRule.bound_iff_sumRules' depends on axioms: [propext, Classical.choice, Quot.sound]
#print axioms CubicAcousticSumRule.bound_sharp
-- 'CubicAcousticSumRule.bound_sharp' depends on axioms: [propext, Classical.choice, Quot.sound]
```
